# Counting the levels below E from the first 2n moments of an n-level spectrum

Suppose a spectrum has two lines, at distinct energies $e_0$ and $e_1$ with positive weights $w_0$ and $w_1$, and only its moments $m_j = w_0 e_0^j + w_1 e_1^j$ are known. How many lines lie below a given energy $E$? Form the matrix

$$H(E) = \begin{pmatrix} m_1 - E m_0 & m_2 - E m_1 \\ m_2 - E m_1 & m_3 - E m_2 \end{pmatrix}.$$

For a real vector $x = (x_0, x_1)$, inserting the moments and collecting terms gives

$$x^T H(E)\, x = w_0 (e_0 - E)(x_0 + x_1 e_0)^2 + w_1 (e_1 - E)(x_0 + x_1 e_1)^2.$$

The two squares are independent because $e_0 \neq e_1$, and each has a negative coefficient exactly when its level lies below $E$. The number of negative coefficients is also the number of negative eigenvalues of $H(E)$.

Take levels 1 and 3 with weights 1/2 each. The moments are $m_0, \dots, m_3 = 1, 2, 5, 14$, so $\det H(E) = (2-E)(14-5E) - (5-2E)^2 = (E-1)(E-3)$.

| $E$ | $H(E)$ | eigenvalues | negative | levels below $E$ |
|---|---|---|---|---|
| 0 | $\begin{pmatrix} 2 & 5 \\ 5 & 14 \end{pmatrix}$ | $8 \pm \sqrt{61}$ | 0 | 0 |
| 2 | $\begin{pmatrix} 0 & 1 \\ 1 & 4 \end{pmatrix}$ | $2 \pm \sqrt5$ | 1 | 1 |
| 3 | $\begin{pmatrix} -1 & -1 \\ -1 & -1 \end{pmatrix}$ | $-2,\ 0$ | 1 | 1 |
| 4 | $\begin{pmatrix} -2 & -3 \\ -3 & -6 \end{pmatrix}$ | $-4 \pm \sqrt{13}$ | 2 | 2 |

The eigenvalues of $H(E)$ are not the differences $e_k - E$; only their signs carry the count. At $E = 3$ the level sitting on $E$ gives a zero eigenvalue and is not counted.

## The identity for n levels

Let $e_0, \dots, e_{n-1}$ be distinct real levels with positive weights $w_k$, and let $m_j = \sum_k w_k e_k^j$. For every real $E$, the $n \times n$ matrix with entries $H_{ij} = m_{i+j+1} - E\, m_{i+j}$, $0 \le i, j < n$, satisfies

$$\#\{\text{negative eigenvalues of } H(E)\} = \#\{k : e_k < E\},$$

with eigenvalues counted with multiplicity.

## Level counts from a local density of states

In a finite non-interacting model, the moments of a local density of states are $\langle\varphi|h^j|\varphi\rangle$, with $h$ the one-particle Hamiltonian and $\varphi$ a start vector. They come from repeated application of $h$, without diagonalising it. If $\varphi$ overlaps exactly $n$ distinct levels, the identity counts those levels below a trial Fermi energy, and bisection in $E$ then brackets each one.

A code need not compute the eigenvalues of $H(E)$. Where a factorisation $LDL^T$ with diagonal $D$ and invertible $L$ exists, the negative entries of $D$ give the same count, by the comparison in step 3 below. At $E = 2$ in the table the first pivot is zero, so the factorisation has to allow pivoting.

## From moments to signs

**1. Factorisation.** Let $V_{kj} = e_k^j$ be the Vandermonde matrix and $D$ the diagonal matrix with entries $w_k(e_k - E)$. Then

$$(V^T D V)_{ij} = \sum_k e_k^i\, w_k (e_k - E)\, e_k^j = m_{i+j+1} - E\, m_{i+j} = H_{ij}.$$

The entries depend only on $i + j$, which is what makes $H$ a Hankel matrix, so $H$ is symmetric. Since $\det V = \prod_{i<j}(e_j - e_i) \neq 0$, $V$ is invertible.

**2. Two sums of squares.** The factorisation gives $x^T H x = \sum_k w_k(e_k - E)\,(Vx)_k^2$. The spectral theorem gives $H = Q^T \Lambda Q$ with $Q$ orthogonal and $\Lambda$ the diagonal matrix of the eigenvalues $\lambda_i$, so also $x^T H x = \sum_i \lambda_i (Qx)_i^2$.

**3. Comparison of signs.** Suppose $P^T \mathrm{diag}(a) P = Q^T \mathrm{diag}(b) Q$ with $P$ invertible, where $a$ has $r$ negative entries and $b$ has $s$. Assume $r > s$. Require $(Px)_i = 0$ wherever $a_i \ge 0$, and $(Qx)_i = 0$ wherever $b_i < 0$. These are $(n - r) + s < n$ linear conditions, so some $x \neq 0$ meets them all. For this $x$,

$$0 \ge \sum_i a_i (Px)_i^2 = \sum_i b_i (Qx)_i^2 \ge 0.$$

Every term on the left is nonpositive and their sum is zero, so every term vanishes. Hence $(Px)_i = 0$ also where $a_i < 0$. Thus $Px = 0$ and $x = 0$, a contradiction, and so $r \le s$.

**4. The count.** Both $V$ and the orthogonal matrix are invertible, so step 3 applies in both directions. The number of negative eigenvalues equals the number of $k$ with $w_k(e_k - E) < 0$, for real weights of any sign. For positive weights this condition is $e_k < E$.

**5. Windows and singular energies.** For positive weights and $E_1 \le E_2$, the levels below $E_2$ are those below $E_1$ together with those in $[E_1, E_2)$, so the difference of the two counts is the number in the window. Also $\det H(E) = (\det V)^2 \prod_k w_k (e_k - E)$, which for nonzero weights vanishes exactly when $E$ is a level.

## The Lean file

```lean
import Mathlib

open Matrix

namespace MomentLevelCounting

noncomputable section

variable {n : ℕ}

/-- The `j`-th moment of a line spectrum with levels `e k` and weights `w k`. -/
def moment (e w : Fin n → ℝ) (j : ℕ) : ℝ := ∑ k, w k * e k ^ j

/-- The shifted Hankel matrix at energy `E`, with entries `m_(j+k+1) - E m_(j+k)`. -/
def shiftedHankel (e w : Fin n → ℝ) (E : ℝ) : Matrix (Fin n) (Fin n) ℝ :=
  Matrix.of fun j k => moment e w (j + k + 1) - E * moment e w (j + k)

/-- The number of negative eigenvalues of a real symmetric matrix, counted with multiplicity. -/
def negCount {A : Matrix (Fin n) (Fin n) ℝ} (hA : A.IsHermitian) : ℕ :=
  (Finset.univ.filter fun i => hA.eigenvalues i < 0).card

/-- The shifted Hankel matrix is real symmetric. -/
theorem shiftedHankel_isHermitian (e w : Fin n → ℝ) (E : ℝ) :
    (shiftedHankel e w E).IsHermitian :=
  Matrix.IsHermitian.ext fun i j => by
    simp only [shiftedHankel, Matrix.of_apply, star_trivial, Nat.add_comm (j : ℕ) (i : ℕ)]

/-- The shifted Hankel matrix is `Vᵀ D V`, with `V` the Vandermonde matrix of the levels and
`D` diagonal with entries `w k * (e k - E)`. -/
theorem shiftedHankel_factor (e w : Fin n → ℝ) (E : ℝ) :
    shiftedHankel e w E =
      (vandermonde e)ᵀ * diagonal (fun k => w k * (e k - E)) * vandermonde e := by
  ext i j
  rw [Matrix.mul_apply]
  simp only [Matrix.mul_diagonal, Matrix.transpose_apply, Matrix.vandermonde_apply,
    shiftedHankel, Matrix.of_apply, moment, Finset.mul_sum]
  rw [← Finset.sum_sub_distrib]
  refine Finset.sum_congr rfl fun k _ => ?_
  ring

/-- The quadratic form of `Pᵀ D P`, with `D` diagonal, is a sum of squares weighted by the
entries of `D`. -/
theorem form_eq_sum (P : Matrix (Fin n) (Fin n) ℝ) (a x : Fin n → ℝ) :
    x ⬝ᵥ (Pᵀ * diagonal a * P) *ᵥ x = ∑ i, a i * (P *ᵥ x) i ^ 2 := by
  rw [← Matrix.mulVec_mulVec, ← Matrix.mulVec_mulVec, Matrix.dotProduct_mulVec,
    Matrix.vecMul_transpose]
  simp only [dotProduct, Matrix.mulVec_diagonal]
  refine Finset.sum_congr rfl fun i _ => ?_
  ring

/-- If `Pᵀ diag(a) P = Qᵀ diag(b) Q` with `P` invertible, then `a` has at most as many negative
entries as `b`. -/
theorem card_neg_le {a b : Fin n → ℝ} {P Q : Matrix (Fin n) (Fin n) ℝ} (hP : P.det ≠ 0)
    (h : Pᵀ * diagonal a * P = Qᵀ * diagonal b * Q) :
    (Finset.univ.filter fun i => a i < 0).card ≤ (Finset.univ.filter fun i => b i < 0).card := by
  by_contra hc
  have hlt := not_le.mp hc
  -- the coordinates that must vanish to make the form nonpositive on one side, nonnegative on the other
  let L : (Fin n → ℝ) →ₗ[ℝ] ({i // ¬ a i < 0} → ℝ) × ({i // b i < 0} → ℝ) :=
    ((LinearMap.funLeft ℝ ℝ Subtype.val).comp P.mulVecLin).prod
      ((LinearMap.funLeft ℝ ℝ Subtype.val).comp Q.mulVecLin)
  have hL : ¬ Function.Injective L := by
    intro hi
    have h1 := LinearMap.finrank_le_finrank_of_injective hi
    have h2 : (Finset.univ.filter fun i => a i < 0).card ≤ n :=
      (Finset.card_le_univ _).trans_eq (Fintype.card_fin n)
    simp only [Module.finrank_prod, Module.finrank_fintype_fun_eq_card] at h1
    rw [Fintype.card_subtype_compl] at h1
    simp only [Fintype.card_subtype, Fintype.card_fin] at h1
    omega
  refine hL ((injective_iff_map_eq_zero L).2 fun x hx => ?_)
  have hPx : ∀ i, ¬ a i < 0 → (P *ᵥ x) i = 0 := fun i hi =>
    congrFun (congrArg Prod.fst hx) ⟨i, hi⟩
  have hQx : ∀ i, b i < 0 → (Q *ᵥ x) i = 0 := fun i hi =>
    congrFun (congrArg Prod.snd hx) ⟨i, hi⟩
  have hform : ∑ i, a i * (P *ᵥ x) i ^ 2 = ∑ i, b i * (Q *ᵥ x) i ^ 2 := by
    rw [← form_eq_sum, ← form_eq_sum, h]
  have hge : 0 ≤ ∑ i, b i * (Q *ᵥ x) i ^ 2 := Finset.sum_nonneg fun i _ => by
    by_cases hi : b i < 0
    · simp [hQx i hi]
    · exact mul_nonneg (not_lt.mp hi) (sq_nonneg _)
  have hterm : ∀ i ∈ Finset.univ, a i * (P *ᵥ x) i ^ 2 ≤ 0 := fun i _ => by
    by_cases hi : a i < 0
    · exact mul_nonpos_of_nonpos_of_nonneg hi.le (sq_nonneg _)
    · simp [hPx i hi]
  -- both signs together force every term, hence `P x`, to vanish
  have hsum : ∑ i, a i * (P *ᵥ x) i ^ 2 = 0 :=
    le_antisymm (Finset.sum_nonpos hterm) (by rw [hform]; exact hge)
  have hzero := (Finset.sum_eq_zero_iff_of_nonpos hterm).1 hsum
  refine Matrix.eq_zero_of_mulVec_eq_zero hP (funext fun i => ?_)
  by_cases hi : a i < 0
  · exact pow_eq_zero_iff two_ne_zero |>.1
      ((mul_eq_zero.1 (hzero i (Finset.mem_univ i))).resolve_left hi.ne)
  · exact hPx i hi

/-- A real symmetric matrix is `Qᵀ D Q` with `Q` invertible and `D` the diagonal matrix of its
eigenvalues. -/
theorem eigen_decomposition {A : Matrix (Fin n) (Fin n) ℝ} (hA : A.IsHermitian) :
    ∃ Q : Matrix (Fin n) (Fin n) ℝ, Q.det ≠ 0 ∧ A = Qᵀ * diagonal hA.eigenvalues * Q := by
  refine ⟨star (hA.eigenvectorUnitary : Matrix (Fin n) (Fin n) ℝ), ?_, ?_⟩
  · intro h0
    have h1 := congrArg Matrix.det (Matrix.mem_unitaryGroup_iff.1 hA.eigenvectorUnitary.2)
    rw [Matrix.det_mul, h0, mul_zero, Matrix.det_one] at h1
    exact zero_ne_one h1
  · have hT : (star (hA.eigenvectorUnitary : Matrix (Fin n) (Fin n) ℝ))ᵀ =
        (hA.eigenvectorUnitary : Matrix (Fin n) (Fin n) ℝ) := by
      ext i j
      simp only [Matrix.transpose_apply, Matrix.star_apply, star_trivial]
    have h := hA.spectral_theorem
    rw [Unitary.conjStarAlgAut_apply] at h
    rw [hT]
    exact h

/-- For distinct levels with real weights of any sign, the shifted Hankel matrix has as many
negative eigenvalues as there are levels with `w k * (e k - E) < 0`. -/
theorem negCount_signed {e : Fin n → ℝ} (he : Function.Injective e) (w : Fin n → ℝ) (E : ℝ) :
    negCount (shiftedHankel_isHermitian e w E) =
      (Finset.univ.filter fun k => w k * (e k - E) < 0).card := by
  obtain ⟨Q, hQ, h⟩ := eigen_decomposition (shiftedHankel_isHermitian e w E)
  have hf := shiftedHankel_factor e w E
  have hV := Matrix.det_vandermonde_ne_zero_iff.2 he
  exact le_antisymm (card_neg_le hQ (h.symm.trans hf)) (card_neg_le hV (hf.symm.trans h))

/-- For distinct levels with positive weights, the number of negative eigenvalues of the shifted
Hankel matrix at `E`, counted with multiplicity, is the number of levels below `E`. -/
theorem negCount_eq_levels_below {e w : Fin n → ℝ} (he : Function.Injective e)
    (hw : ∀ k, 0 < w k) (E : ℝ) :
    negCount (shiftedHankel_isHermitian e w E) =
      (Finset.univ.filter fun k => e k < E).card := by
  rw [negCount_signed he]
  refine congrArg Finset.card (Finset.filter_congr fun k _ => ⟨fun h => ?_, fun h => ?_⟩)
  · by_contra hc
    have := mul_nonneg (hw k).le (sub_nonneg.2 (not_lt.1 hc))
    linarith
  · exact mul_neg_of_pos_of_neg (hw k) (sub_neg.2 h)

/-- For distinct levels with positive weights and `E₁ ≤ E₂`, the count of negative eigenvalues
grows from `E₁` to `E₂` by the number of levels in the window `E₁ ≤ e k < E₂`. -/
theorem negCount_window {e w : Fin n → ℝ} (he : Function.Injective e)
    (hw : ∀ k, 0 < w k) {E₁ E₂ : ℝ} (hE : E₁ ≤ E₂) :
    negCount (shiftedHankel_isHermitian e w E₂) =
      negCount (shiftedHankel_isHermitian e w E₁) +
        (Finset.univ.filter fun k => E₁ ≤ e k ∧ e k < E₂).card := by
  rw [negCount_eq_levels_below he hw, negCount_eq_levels_below he hw]
  have hd : Disjoint (Finset.univ.filter fun k => e k < E₁)
      (Finset.univ.filter fun k => E₁ ≤ e k ∧ e k < E₂) :=
    Finset.disjoint_filter.2 fun k _ h1 h2 => not_lt_of_ge h2.1 h1
  rw [← Finset.card_union_of_disjoint hd]
  refine congrArg Finset.card (Finset.ext fun k => ?_)
  simp only [Finset.mem_filter, Finset.mem_union, Finset.mem_univ, true_and]
  constructor
  · intro h
    rcases lt_or_ge (e k) E₁ with h1 | h1
    · exact Or.inl h1
    · exact Or.inr ⟨h1, h⟩
  · rintro (h | h)
    · exact h.trans_le hE
    · exact h.2

/-- For distinct levels with nonzero weights, the shifted Hankel matrix is singular exactly when
`E` is one of the levels. -/
theorem det_eq_zero_iff_level {e w : Fin n → ℝ} (he : Function.Injective e)
    (hw : ∀ k, w k ≠ 0) (E : ℝ) :
    (shiftedHankel e w E).det = 0 ↔ ∃ k, e k = E := by
  have hV := Matrix.det_vandermonde_ne_zero_iff.2 he
  rw [shiftedHankel_factor, Matrix.det_mul, Matrix.det_mul, Matrix.det_transpose,
    Matrix.det_diagonal]
  simp only [mul_eq_zero, hV, false_or, or_false, Finset.prod_eq_zero_iff, Finset.mem_univ,
    true_and, hw, sub_eq_zero]

end

end MomentLevelCounting
```

```lean
#print axioms MomentLevelCounting.negCount_eq_levels_below
#print axioms MomentLevelCounting.negCount_window
#print axioms MomentLevelCounting.det_eq_zero_iff_level
```

```
'MomentLevelCounting.negCount_eq_levels_below' depends on axioms: [propext, Classical.choice, Quot.sound]
'MomentLevelCounting.negCount_window' depends on axioms: [propext, Classical.choice, Quot.sound]
'MomentLevelCounting.det_eq_zero_iff_level' depends on axioms: [propext, Classical.choice, Quot.sound]
```

## Reading the theorems and their proofs

Levels and weights are functions `e w : Fin n → ℝ`, numbered from 0. `moment` and `shiftedHankel` are the formulas above; in the definition of the matrix, `j` and `k` are the row and column, while elsewhere `k` labels a level. Distinct levels are expressed by `Function.Injective e`. `negCount` takes a proof that the matrix is Hermitian, which for real entries means symmetric, and counts the indices with a negative eigenvalue. Repeated eigenvalues occupy several indices, so multiplicity is included.

`shiftedHankel_factor` is step 1, checked entry by entry, with `ring` closing the identity for each level. `form_eq_sum` and `eigen_decomposition` supply step 2. `card_neg_le` is step 3, the comparison behind Sylvester's law of inertia, stated for negative entries. Its linear map `L` collects the coordinates that must vanish; `omega` completes the dimension count showing that `L` is not injective, and the sign argument then shows that its kernel is zero.

`negCount_signed` joins the two inequalities with `le_antisymm`, and `negCount_eq_levels_below` reduces the sign condition to `e k < E`. `negCount_window` splits the set of levels below `E₂` into two disjoint parts, and `det_eq_zero_iff_level` reads the determinant off the factors.

## Which spectra and which numbers the count applies to

The theorems start from levels and weights. The step to a simulation is the claim that the computed moments come from exactly $n$ distinct levels of positive weight, where $n$ is the matrix size. For a Hamiltonian and a start vector, the weight of a level is the squared norm of the vector's projection onto that eigenspace. A degenerate level therefore enters once, and a level without overlap is invisible. The result is a count of visible distinct energies, not of states. Normalising the start vector makes the weights sum to 1, which the theorems do not require.

Positivity of the weights matters: by `negCount_signed`, a level with negative weight is counted when it lies above $E$ instead of below.

The matrix entries are real numbers, without rounding. Hankel matrices of power moments become badly conditioned as $n$ grows, and an error in the moments can change the sign of a small eigenvalue. A count taken close to a level, where $H(E)$ is nearly singular, deserves the same caution.

The statement could also have been modelled from an $n \times n$ Hermitian matrix $h$ and a vector $\varphi$, with $m_j = \langle\varphi|h^j|\varphi\rangle$. Then $H(E)$ would hold the matrix elements of $h - E$ between the vectors $\varphi, h\varphi, \dots, h^{n-1}\varphi$, and the hypotheses would become a nondegenerate spectrum and a nonzero overlap of $\varphi$ with every eigenvector. That version would speak of a Hamiltonian directly, but it would leave no room for the negative weights that `negCount_signed` allows.
